# Screening with a > 0 confines negative semidefinite structure constants to −1/a < S^a ≤ 0

The structure constants enter here as an arbitrary complex matrix S with a sign condition, and not as lattice sums computed from atomic positions. Screening uses the same real number a in all site and angular-momentum channels:

S^a = S (1 − a S)⁻¹

The sign condition is that S is negative semidefinite: S is Hermitian and y†S y ≤ 0 for every vector y of channel amplitudes. With a > 0 it follows that 1 − a S is invertible, that S^a is negative semidefinite, and that S^a + 1/a is positive definite. All eigenvalues of S^a then lie above −1/a and at or below 0, however large S is.

In the one-electron LMTO method, S^a enters the tight-binding form of the Hamiltonian, and for finite matrices obeying the sign condition the result limits the size of the entries of S^a. The condition is restrictive: the bare structure constants of a cluster violate it unless they all vanish, while the Bloch sum for a single s orbital per cell meets it near zero wavevector, in the sign convention where s–s structure constants are negative. With p or d channels included, the condition fails unless S vanishes in those channels. Screening is best known for making structure constants short-ranged; a bound on their size says nothing about decay with distance.

## Finitely many channels, one screening constant

The index type `n` labels the site and angular-momentum channels of a cluster, or those of one unit cell at a fixed Bloch vector. It is finite and otherwise arbitrary. An infinite lattice treated in real space would need operator inverses in place of matrix inverses.

```lean
import Mathlib

open Matrix
open scoped ComplexOrder

namespace LMTOScreening

noncomputable section

variable {n : Type*} [Fintype n] [DecidableEq n]
```

The matrix to be inverted is M = 1 − a S, called `denominator a S`. The real number a is cast to ℂ and multiplies the whole matrix.

```lean
/-- The matrix `1 - a S` that is inverted when structure constants `S` are screened with
the constant `a`. -/
def denominator (a : ℝ) (S : Matrix n n ℂ) : Matrix n n ℂ := 1 - (a : ℂ) • S

/-- The screened structure constants `S^a = S (1 - a S)⁻¹`, for `1 - a S` invertible. -/
def screened (a : ℝ) (S : Matrix n n ℂ) : Matrix n n ℂ := S * (denominator a S)⁻¹
```

Because a is a real scalar, M is Hermitian whenever S is, a fact used below. LMTO calculations often let the screening constant depend on angular momentum, which replaces a by a diagonal matrix α. Then 1 − α S is in general not Hermitian, and the argument does not apply as it stands.

Mathlib assigns the value zero to the inverse of a singular matrix, so `screened` has its intended meaning only where M is invertible. This is why invertibility is part of the main theorem.

## S is negative semidefinite

In the convention where the s–s structure constant is a negative multiple of 1/d, with d the distance between sites, −S acts on s channels like a Coulomb matrix. If only s channels are kept, the hypothesis says that no arrangement of charges y has negative interaction energy.

This is a real restriction. Bare structure constants of a cluster have zero on-site elements, hence zero trace, and a negative semidefinite matrix with zero trace vanishes. The condition can hold for a Bloch-summed matrix at particular wavevectors: with one s orbital per cell, the sum is large and negative near zero wavevector. Channels with l ≥ 1 are different. In the same convention their diagonal elements on one site sum to zero over the magnetic quantum number m, so the condition would force S to vanish in all p and d channels.

By hand, the hypothesis is first used to show that M is positive definite. For x ≠ 0,

x†M x = ‖x‖² + a x†(−S) x ≥ ‖x‖² > 0

so M x = 0 only for x = 0, and M is invertible. In Lean the hypothesis reads `(-S).PosSemidef`, which includes Hermiticity. The proof rewrites M as `1 + (a : ℂ) • (-S)` and adds a positive semidefinite matrix to the positive definite identity.

```lean
omit [Fintype n] in
/-- For negative semidefinite `S` and `a > 0` the matrix `1 - a S` is positive definite. -/
theorem denominator_posDef {a : ℝ} (ha : 0 < a) {S : Matrix n n ℂ}
    (hS : (-S).PosSemidef) : (denominator a S).PosDef := by
  have ha' : (0 : ℂ) ≤ (a : ℂ) := by exact_mod_cast ha.le
  have e : denominator a S = 1 + (a : ℂ) • (-S) := by
    rw [denominator, smul_neg, sub_eq_add_neg]
  rw [e]
  exact (Matrix.PosDef.one : (1 : Matrix n n ℂ).PosDef).add_posSemidef (hS.smul ha')
```

What goes wrong without the hypothesis is visible for a 1 × 1 matrix s, where the screened value is s/(1 − a s); these scalar examples, here and below, are worked by hand and are not in the file. At s = 1/a the denominator vanishes, and for s just below 1/a the screened value is arbitrarily large. A positive eigenvalue well below 1/a does no such harm, so the hypothesis is sufficient for invertibility but not necessary.

## The screening constant is positive

For a > 0, the number 1/a sets the scale on which S^a is bounded. The lower edge of the window comes from an identity that needs only a ≠ 0 and an invertible M. Writing out M M⁻¹ = 1 gives

M⁻¹ − a S M⁻¹ = 1

M⁻¹ = 1 + a S^a

S^a + 1/a = (1/a) M⁻¹

The Lean proof follows these lines: `h` is the expanded product, `h2` solves it for M⁻¹, and the last rewrite distributes the factor 1/a.

```lean
/-- Shifted by `1/a`, the screened structure constants are `1/a` times the inverse
of `1 - a S`. -/
theorem screened_add_inv {a : ℝ} (ha : a ≠ 0) {S : Matrix n n ℂ}
    (hM : IsUnit (denominator a S)) :
    screened a S + (a : ℂ)⁻¹ • (1 : Matrix n n ℂ) = (a : ℂ)⁻¹ • (denominator a S)⁻¹ := by
  have ha' : (a : ℂ) ≠ 0 := by exact_mod_cast ha
  have h : (1 - (a : ℂ) • S) * (denominator a S)⁻¹ = 1 :=
    Matrix.mul_nonsing_inv _ ((Matrix.isUnit_iff_isUnit_det _).1 hM)
  rw [sub_mul, one_mul, smul_mul_assoc] at h
  have h2 := sub_eq_iff_eq_add.1 h
  conv_rhs => rw [h2]
  rw [smul_add, smul_smul, inv_mul_cancel₀ ha', one_smul, add_comm, screened]
```

The upper edge uses both sign conditions. Since S is Hermitian,

−S + a S†S = −S + a S² = (1 − a S)(−S) = M(−S)

Multiplying by M⁻¹ from both sides gives

M⁻¹(−S + a S†S) M⁻¹ = −S M⁻¹ = −S^a

The bracket is a sum of two positive semidefinite matrices, because −S ≥ 0, a > 0 and S†S ≥ 0. As M⁻¹ is Hermitian, the left side is a congruence C†B C with C = M⁻¹, which preserves the sign. In the proof, `hmid` is the first equation, `key` is the second, and the final line combines the signs.

```lean
/-- Screening with `a > 0` keeps negative semidefinite structure constants negative
semidefinite. -/
theorem neg_screened_posSemidef {a : ℝ} (ha : 0 < a) {S : Matrix n n ℂ}
    (hS : (-S).PosSemidef) : (-(screened a S)).PosSemidef := by
  have ha' : (0 : ℂ) ≤ (a : ℂ) := by exact_mod_cast ha.le
  have hM := denominator_posDef ha hS
  have hinv : (denominator a S)⁻¹ * denominator a S = 1 :=
    Matrix.nonsing_inv_mul _ ((Matrix.isUnit_iff_isUnit_det _).1 hM.isUnit)
  have hMi : ((denominator a S)⁻¹)ᴴ = (denominator a S)⁻¹ := hM.inv.isHermitian.eq
  have hSh : Sᴴ = S := by simpa using hS.isHermitian.eq
  have hmid : -S + (a : ℂ) • (S * S) = denominator a S * (-S) := by
    rw [denominator, sub_mul, one_mul, smul_mul_assoc, mul_neg, smul_neg, sub_neg_eq_add]
  -- a congruence exhibits the sign of the screened matrix
  have key : -(screened a S) = ((denominator a S)⁻¹)ᴴ * (-S + (a : ℂ) • (Sᴴ * S))
      * (denominator a S)⁻¹ := by
    rw [screened, hMi, hSh, hmid, ← mul_assoc, hinv, one_mul, neg_mul]
  rw [key]
  exact (hS.add ((Matrix.posSemidef_conjTranspose_mul_self S).smul ha')).conjTranspose_mul_mul_same _
```

The main theorem collects the three statements. The matrix written 1/a in the text is `(a : ℂ)⁻¹ • 1` in the code. It is positive definiteness of M⁻¹, multiplied by 1/a > 0, that makes the lower edge strict.

```lean
/-- For negative semidefinite `S` and `a > 0`, the matrix `1 - a S` is invertible, `S^a` is
negative semidefinite, and `S^a + 1/a` is positive definite. -/
theorem screening_window {a : ℝ} (ha : 0 < a) {S : Matrix n n ℂ} (hS : (-S).PosSemidef) :
    IsUnit (denominator a S) ∧ (-(screened a S)).PosSemidef ∧
      (screened a S + (a : ℂ)⁻¹ • (1 : Matrix n n ℂ)).PosDef := by
  have hM := denominator_posDef ha hS
  have ha' : (0 : ℂ) < (a : ℂ)⁻¹ := by exact_mod_cast inv_pos.2 ha
  refine ⟨hM.isUnit, neg_screened_posSemidef ha hS, ?_⟩
  rw [screened_add_inv ha.ne' hM.isUnit]
  exact hM.inv.smul ha'
```

With a < 0 invertibility can fail even for negative S: the 1 × 1 matrix s = 1/a is then negative, and 1 − a s = 0. With a = 0 there is no screening, S^a = S, and no bound independent of S is possible.

## Both signs in the bound on vectors and entries

The two hypotheses also fix the sign of a cross term, which gives a bound on the length of S^a x. For any x, put y = M⁻¹x. Then

x = M y = y − a S y

S^a x = S M⁻¹x = S y

Expanding the squared length of x gives

‖x‖² = ‖y‖² − 2a Re(y†S y) + a²‖S y‖²

The first term is non-negative. So is the second, because a > 0 and y†S y ≤ 0. Dropping both leaves

a²‖S^a x‖² ≤ ‖x‖²

The Lean statement writes the squared lengths as sums over components, so they are ordinary Euclidean lengths. The proof first obtains `y` with its two equations. Next, `hq` records the sign of the real part of y†S y, and `hexp` carries out the expansion component by component, dropping |yᵢ|². The last `nlinarith` removes the cross term.

```lean
/-- The screened structure constants lengthen no vector by more than the factor `1/a`,
whatever the negative semidefinite `S`. -/
theorem screened_norm_bound {a : ℝ} (ha : 0 < a) {S : Matrix n n ℂ}
    (hS : (-S).PosSemidef) (x : n → ℂ) :
    a ^ 2 * ∑ i, ‖(screened a S *ᵥ x) i‖ ^ 2 ≤ ∑ i, ‖x i‖ ^ 2 := by
  -- write x = (1 - a S) y, so that S^a x = S y
  obtain ⟨y, hy, hz⟩ : ∃ y : n → ℂ, y - (a : ℂ) • (S *ᵥ y) = x ∧
      screened a S *ᵥ x = S *ᵥ y := by
    refine ⟨(denominator a S)⁻¹ *ᵥ x, ?_, ?_⟩
    · have h : (1 - (a : ℂ) • S) * (denominator a S)⁻¹ = 1 :=
        Matrix.mul_nonsing_inv _
          ((Matrix.isUnit_iff_isUnit_det _).1 (denominator_posDef ha hS).isUnit)
      have h2 : (1 - (a : ℂ) • S) *ᵥ ((denominator a S)⁻¹ *ᵥ x) = x := by
        rw [Matrix.mulVec_mulVec, h, Matrix.one_mulVec]
      rwa [Matrix.sub_mulVec, Matrix.one_mulVec, Matrix.smul_mulVec] at h2
    · rw [screened, Matrix.mulVec_mulVec]
  have hq : ∑ i, (star (y i) * (S *ᵥ y) i).re ≤ 0 := by
    have h := (Complex.le_def.1 (hS.dotProduct_mulVec_nonneg y)).1
    rw [Matrix.neg_mulVec, dotProduct_neg, Complex.neg_re, Complex.zero_re, dotProduct,
      Complex.re_sum] at h
    simp only [Pi.star_apply] at h
    linarith
  rw [hz, ← hy]
  -- expand the square; the cross term has a definite sign
  have hexp : a ^ 2 * ∑ i, ‖(S *ᵥ y) i‖ ^ 2 ≤ ∑ i, ‖(y - (a : ℂ) • (S *ᵥ y)) i‖ ^ 2
      + 2 * a * ∑ i, (star (y i) * (S *ᵥ y) i).re := by
    rw [Finset.mul_sum, Finset.mul_sum, ← Finset.sum_add_distrib]
    apply Finset.sum_le_sum
    intro i _
    simp only [Pi.sub_apply, Pi.smul_apply, smul_eq_mul, Complex.sq_norm,
      Complex.normSq_apply, Complex.sub_re, Complex.sub_im, Complex.mul_re, Complex.mul_im,
      Complex.ofReal_re, Complex.ofReal_im, Complex.star_def, Complex.conj_re,
      Complex.conj_im]
    nlinarith [sq_nonneg (y i).re, sq_nonneg (y i).im]
  nlinarith [mul_nonneg ha.le (neg_nonneg.2 hq)]
```

If S had a positive eigenvalue, the cross term could have the opposite sign and cancel the others, which is what happens as the eigenvalue approaches 1/a.

For the entries, take x to be the unit vector in channel j. Then S^a x is column j of S^a, and

a² Σₖ |S^a_kj|² ≤ 1

A single term of a sum of squares is no larger than the sum, so |S^a_ij| ≤ 1/a for every i and j. For i ≠ j the window gives a sharper bound, which is not in the file: S^a + 1/(2a) has the same off-diagonal entries as S^a and eigenvalues between −1/(2a) and 1/(2a), so these entries have modulus at most 1/(2a). In Lean the unit vector is `Pi.single j 1`; `h1` computes its squared length and `h2` isolates the term with index i.

```lean
/-- Every screened structure constant has modulus at most `1/a`, whatever the negative
semidefinite `S`. -/
theorem screened_entry_bound {a : ℝ} (ha : 0 < a) {S : Matrix n n ℂ}
    (hS : (-S).PosSemidef) (i j : n) : ‖screened a S i j‖ ≤ 1 / a := by
  have h := screened_norm_bound ha hS (Pi.single j 1)
  have h1 : ∑ k, ‖(Pi.single j 1 : n → ℂ) k‖ ^ 2 = 1 := by
    rw [Finset.sum_eq_single j]
    · simp
    · intro k _ hk
      simp [hk]
    · simp
  have h2 : ‖screened a S i j‖ ^ 2 ≤
      ∑ k, ‖(screened a S *ᵥ (Pi.single j 1 : n → ℂ)) k‖ ^ 2 := by
    have h3 := Finset.single_le_sum
      (f := fun k => ‖(screened a S *ᵥ (Pi.single j 1 : n → ℂ)) k‖ ^ 2)
      (fun k _ => sq_nonneg _) (Finset.mem_univ i)
    simpa using h3
  rw [h1] at h
  have h4 := mul_le_mul_of_nonneg_left h2 (sq_nonneg a)
  rw [le_div_iff₀ ha]
  nlinarith [mul_nonneg (norm_nonneg (screened a S i j)) ha.le]
```

For the Bloch-summed s orbital mentioned above, this means that the bare value may grow without limit near zero wavevector while the screened value stays within 1/a of zero.

## Two conditions on T for undoing the screening

The last theorem turns the question around: for a given a > 0, which matrices T are screened forms of some negative semidefinite S? The conditions on T are the two edges of the window, T ≤ 0 and T + 1/a > 0. They are necessary by the main theorem. To see that they suffice, set

N = 1 + a T = a (T + 1/a)

S = T N⁻¹

The lower-edge condition makes N positive definite, hence invertible. From N⁻¹(1 + a T) = 1 one has a N⁻¹T = 1 − N⁻¹. Since T is Hermitian, it follows that

−T + a T†N⁻¹T = −T + T(1 − N⁻¹) = −T N⁻¹ = −S

Both terms on the left are positive semidefinite, the first by the upper-edge condition and the second because N⁻¹ is positive definite, so S is negative semidefinite. Expanding (1 + a T)N⁻¹ = 1 gives N⁻¹ + a S = 1. Therefore

1 − a S = N⁻¹

S^a = T N⁻¹ N = T

In the proof, `hN` establishes positivity of N, and `refine` supplies `T * N⁻¹` as the required S. The first bullet checks its sign through the equation `e`. The second identifies the denominator with N⁻¹ in `h3` and cancels the factors.

```lean
/-- A matrix `T` is the screened form of some negative semidefinite `S` exactly when `T` is
negative semidefinite and `T + 1/a` is positive definite. -/
theorem screened_range {a : ℝ} (ha : 0 < a) (T : Matrix n n ℂ) :
    (∃ S : Matrix n n ℂ, (-S).PosSemidef ∧ screened a S = T) ↔
      (-T).PosSemidef ∧ (T + (a : ℂ)⁻¹ • (1 : Matrix n n ℂ)).PosDef := by
  constructor
  · rintro ⟨S, hS, rfl⟩
    exact (screening_window ha hS).2
  rintro ⟨hT, hT2⟩
  have ha' : (0 : ℂ) < (a : ℂ) := by exact_mod_cast ha
  obtain ⟨N, hNdef⟩ : ∃ N : Matrix n n ℂ, N = 1 + (a : ℂ) • T := ⟨_, rfl⟩
  have hN : N.PosDef := by
    have e : N = (a : ℂ) • (T + (a : ℂ)⁻¹ • (1 : Matrix n n ℂ)) := by
      rw [hNdef, smul_add, smul_smul, mul_inv_cancel₀ ha'.ne', one_smul, add_comm]
    rw [e]
    exact hT2.smul ha'
  have hdet := (Matrix.isUnit_iff_isUnit_det _).1 hN.isUnit
  have hTh : Tᴴ = T := by simpa using hT.isHermitian.eq
  -- undo the screening: S = T (1 + a T)⁻¹
  refine ⟨T * N⁻¹, ?_, ?_⟩
  · have h : N⁻¹ * (1 + (a : ℂ) • T) = 1 := by
      rw [← hNdef]
      exact Matrix.nonsing_inv_mul _ hdet
    rw [mul_add, mul_one] at h
    have h3 := eq_sub_of_add_eq ((add_comm _ _).trans h)
    have e : -(T * N⁻¹) = -T + (a : ℂ) • (Tᴴ * N⁻¹ * T) := by
      rw [hTh, mul_assoc, ← mul_smul_comm, ← mul_smul_comm, h3, mul_sub, mul_one]
      abel
    rw [e]
    exact hT.add ((hN.inv.posSemidef.conjTranspose_mul_mul_same T).smul ha'.le)
  · have h : (1 + (a : ℂ) • T) * N⁻¹ = 1 := by
      rw [← hNdef]
      exact Matrix.mul_nonsing_inv _ hdet
    rw [add_mul, one_mul, smul_mul_assoc] at h
    have h3 : denominator a (T * N⁻¹) = N⁻¹ := (eq_sub_of_add_eq h).symm
    rw [screened, h3, Matrix.nonsing_inv_nonsing_inv _ hdet, mul_assoc,
      Matrix.nonsing_inv_mul _ hdet, mul_one]

end

end LMTOScreening
```

Each condition excludes something definite. The scalar T = −1/a is the limit of screened values as s tends to −∞, but no finite s produces it. A positive scalar T = t does arise by screening, from s = t/(1 + a t), but this s is positive and so violates the condition on S.

```lean
#print axioms LMTOScreening.neg_screened_posSemidef
#print axioms LMTOScreening.screened_entry_bound
#print axioms LMTOScreening.screened_range
```

```
'LMTOScreening.neg_screened_posSemidef' depends on axioms: [propext, Classical.choice, Quot.sound]
'LMTOScreening.screened_entry_bound' depends on axioms: [propext, Classical.choice, Quot.sound]
'LMTOScreening.screened_range' depends on axioms: [propext, Classical.choice, Quot.sound]
```
